# The most probable length of a classical harmonic bond in two or more dimensions exceeds its rest length

Two classical particles are joined by a harmonic spring and held at a fixed temperature, with no other forces acting. The spring energy is lowest at the rest length $r_0$, yet a histogram of their distance in three dimensions peaks at a larger value. There is more room at larger distances: in $d$ dimensions, the shell of radius $r$ has a size proportional to $r^{d-1}$. How far does this radial Jacobian move the peak?

Let $k$ be the force constant and $\beta = 1/(k_BT)$ the inverse temperature. The free-energy profile along the distance is

$$F(r) = \tfrac{k}{2}(r-r_0)^2 - \frac{d-1}{\beta}\ln r ,\qquad r>0.$$

For $d\ge 2$ and positive $k,\beta,r_0$, its only minimizer is

$$r^* = \tfrac12\left(r_0+\sqrt{r_0^2+\tfrac{4(d-1)}{\beta k}}\right) > r_0 .$$

## The profile, its minimum and the distribution

```lean
import Mathlib

namespace HarmonicBondRadialJacobian

noncomputable section
```

This loads the mathematical library Mathlib and opens a namespace for the names that follow.

```lean
/-- Free-energy profile along the length `r` of a harmonic bond in `d` dimensions:
the bond energy minus the logarithm of the radial Jacobian `r ^ (d - 1)` in units of `1 / β`. -/
def bondProfile (d : ℕ) (k β r0 r : ℝ) : ℝ :=
  k * (r - r0) ^ 2 / 2 - ((d : ℝ) - 1) / β * Real.log r
```

`bondProfile` is $F(r)$. The dimension `d` is a natural number, and `(d : ℝ)` converts it to a real number before 1 is subtracted. The other arguments are real numbers without units; changing the unit of length inside the logarithm only adds a constant to $F$.

```lean
/-- The closed-form bond length `(r0 + √(r0² + 4(d-1)/(βk))) / 2`. -/
def bondPeak (d : ℕ) (k β r0 : ℝ) : ℝ :=
  (r0 + Real.sqrt (r0 ^ 2 + 4 * ((d : ℝ) - 1) / (β * k))) / 2
```

`bondPeak` is $r^*$. At this point it is only a formula, and the theorems must show that it locates the minimum.

```lean
/-- Unnormalised distribution of the bond length: radial Jacobian times Boltzmann factor. -/
def radialDensity (d : ℕ) (k β r0 r : ℝ) : ℝ :=
  r ^ (d - 1) * Real.exp (-β * (k * (r - r0) ^ 2 / 2))
```

`radialDensity` is $r^{d-1}e^{-\beta k(r-r_0)^2/2}$. Dividing it by its integral over $r>0$ gives the normalised distribution, with its maximum in the same place. The factor $r^{d-1}$ is put in by definition; the file does not derive it by integrating over angles.

## Force balance puts the peak beyond the rest length

```lean
/-- The closed-form bond length is positive. -/
theorem bondPeak_pos (d : ℕ) (k β : ℝ) {r0 : ℝ} (hr0 : 0 < r0) :
    0 < bondPeak d k β r0 := by
  unfold bondPeak
  have := Real.sqrt_nonneg (r0 ^ 2 + 4 * ((d : ℝ) - 1) / (β * k))
  linarith
```

A Lean theorem lists its variables and hypotheses in brackets; a colon and the conclusion follow. Here `hr0` names the assumption $r_0>0$. Half of a positive number plus a non-negative root is positive, and `linarith`, which handles linear inequalities, finishes the proof.

```lean
/-- Force balance without denominators: the closed-form bond length `r` satisfies `β k r (r - r0) =
d - 1`. -/
theorem force_balance {d : ℕ} {k β : ℝ} (r0 : ℝ) (hd : 1 ≤ d) (hk : 0 < k) (hβ : 0 < β) :
    β * k * bondPeak d k β r0 * (bondPeak d k β r0 - r0) = (d : ℝ) - 1 := by
  have hd' : (1 : ℝ) ≤ d := by exact_mod_cast hd
  have h1 : 0 ≤ 4 * ((d : ℝ) - 1) / (β * k) :=
    div_nonneg (by linarith) (mul_pos hβ hk).le
  have hs := Real.sq_sqrt (add_nonneg (sq_nonneg r0) h1)
  -- the closed form solves the quadratic equation of the stationary point
  have e : bondPeak d k β r0 * (bondPeak d k β r0 - r0) = ((d : ℝ) - 1) / (β * k) := by
    unfold bondPeak
    linear_combination hs / 4
  have hne : β * k ≠ 0 := (mul_pos hβ hk).ne'
  rw [eq_div_iff hne] at e
  linear_combination e
```

Setting $F'(r)=0$ gives $k(r-r_0)=(d-1)/(\beta r)$: the spring's pull balances an entropic push outwards. The theorem states this at $r^*$ as $\beta k\,r^*(r^*-r_0)=d-1$.

To check it, write $s$ for the square root in $r^*$. Then

$$r^*(r^*-r_0)=\frac{s+r_0}{2}\cdot\frac{s-r_0}{2}=\frac{s^2-r_0^2}{4}=\frac{d-1}{\beta k}.$$

The step `hs` supplies the value of $s^2$, which requires a non-negative radicand. `linear_combination` then verifies the algebra, and the last two lines multiply by $\beta k$.

```lean
/-- In two or more dimensions the closed-form bond length exceeds the rest length `r0`. -/
theorem rest_length_lt_bondPeak {d : ℕ} {k β r0 : ℝ} (hd : 2 ≤ d) (hk : 0 < k) (hβ : 0 < β)
    (hr0 : 0 < r0) : r0 < bondPeak d k β r0 := by
  have hd' : (2 : ℝ) ≤ d := by exact_mod_cast hd
  have hq := force_balance r0 (by omega : 1 ≤ d) hk hβ
  have hp := bondPeak_pos d k β hr0
  by_contra h
  have := mul_nonneg (mul_pos (mul_pos hβ hk) hp).le (sub_nonneg.2 (not_lt.1 h))
  nlinarith
```

For $d\ge2$ the right side of the force balance is positive. Since $\beta k r^*>0$, the factor $r^*-r_0$ must be positive too. Lean argues by contradiction: if $r^*\le r_0$, the left side would be at most zero, but $d-1\ge1$.

## A quadratic bound gives the unique minimum

```lean
/-- The profile rises above its value at the closed-form bond length at least as fast as
a harmonic well with the bare force constant `k`. -/
theorem harmonic_lower_bound {d : ℕ} {k β r0 r : ℝ} (hd : 1 ≤ d) (hk : 0 < k) (hβ : 0 < β)
    (hr0 : 0 < r0) (hr : 0 < r) :
    k / 2 * (r - bondPeak d k β r0) ^ 2 ≤
      bondProfile d k β r0 r - bondProfile d k β r0 (bondPeak d k β r0) := by
  have hd' : (1 : ℝ) ≤ d := by exact_mod_cast hd
  have hq := force_balance r0 hd hk hβ
  have hp := bondPeak_pos d k β hr0
  unfold bondProfile
  generalize bondPeak d k β r0 = p at hq hp ⊢
  -- the logarithm lies below its tangent at `p`
  have hlog : Real.log r - Real.log p ≤ r / p - 1 := by
    rw [← Real.log_div hr.ne' hp.ne']
    exact Real.log_le_sub_one_of_pos (div_pos hr hp)
  have hc0 : 0 ≤ ((d : ℝ) - 1) / β := div_nonneg (by linarith) hβ.le
  have hc : ((d : ℝ) - 1) / β = k * p * (p - r0) := by
    rw [div_eq_iff hβ.ne']
    linear_combination -hq
  rw [hc] at hc0 ⊢
  have h := mul_le_mul_of_nonneg_left hlog hc0
  -- force balance turns the tangent term into the linear part of the spring energy
  have hrp : r / p * p = r := div_mul_cancel₀ r hp.ne'
  have e : k * p * (p - r0) * (r / p - 1) = k * (p - r0) * (r - p) := by
    linear_combination k * (p - r0) * hrp
  rw [e] at h
  nlinarith [h]
```

The statement is $F(r)-F(r^*)\ge \frac{k}{2}(r-r^*)^2$ for every $r>0$. Write $p=r^*$, as the `generalize` step does. The logarithm lies below its tangent, so

$$\ln r-\ln p\le \frac rp-1 .$$

Force balance gives $(d-1)/\beta=kp(p-r_0)$, which is non-negative. Multiplying the tangent bound by it yields

$$\frac{d-1}{\beta}(\ln r-\ln p)\le k(p-r_0)(r-p).$$

The spring energy changes by

$$\tfrac k2\left[(r-r_0)^2-(p-r_0)^2\right]=\tfrac k2(r-p)^2+k(p-r_0)(r-p).$$

Subtracting the logarithmic term from this cancels the linear part and leaves at least $\frac k2(r-p)^2$. In Lean, `hlog` is the tangent bound, `hc` is the force balance, `e` simplifies the product, and `nlinarith` combines the results.

```lean
/-- In dimension `d ≥ 2` a positive bond length minimizes the free-energy profile over all
positive lengths exactly when it equals `(r0 + √(r0² + 4(d-1)/(βk))) / 2`, and this
length is positive and strictly larger than `r0`. -/
theorem unique_minimizer {d : ℕ} {k β r0 : ℝ} (hd : 2 ≤ d) (hk : 0 < k) (hβ : 0 < β)
    (hr0 : 0 < r0) :
    0 < bondPeak d k β r0 ∧ r0 < bondPeak d k β r0 ∧
      ∀ m : ℝ, 0 < m →
        ((∀ r : ℝ, 0 < r → bondProfile d k β r0 m ≤ bondProfile d k β r0 r) ↔
          m = bondPeak d k β r0) := by
  have hd1 : 1 ≤ d := by omega
  have hp := bondPeak_pos d k β hr0
  refine ⟨hp, rest_length_lt_bondPeak hd hk hβ hr0, fun m hm => ⟨fun h => ?_, ?_⟩⟩
  · -- a second minimizer would violate the harmonic lower bound
    have h1 := harmonic_lower_bound hd1 hk hβ hr0 hm
    have h2 := h _ hp
    by_contra hne
    have h3 : 0 < (m - bondPeak d k β r0) ^ 2 := pow_pos_of_ne (sub_ne_zero.2 hne)
    have h4 := mul_pos (half_pos hk) h3
    linarith
  · rintro rfl r hr
    have h1 := harmonic_lower_bound hd1 hk hβ hr0 hr
    have h2 := mul_nonneg (half_pos hk).le (sq_nonneg (r - bondPeak d k β r0))
    linarith
where
  pow_pos_of_ne {x : ℝ} (hx : x ≠ 0) : 0 < x ^ 2 := by positivity
```

The conclusion has three parts, joined by `∧` ("and"): $r^*>0$, $r^*>r_0$, and a criterion for minimizers. The criterion says that a positive length $m$ satisfies $F(m)\le F(r)$ for all $r>0$ if and only if $m=r^*$. The sign `↔` therefore covers both existence and uniqueness.

If $m$ is a minimizer, then $F(m)\le F(r^*)$. If also $m\ne r^*$, the quadratic bound gives $F(m)-F(r^*)\ge\frac k2(m-r^*)^2>0$, a contradiction. Conversely, the bound at any $r>0$ gives $F(r)\ge F(r^*)$. These are the two branches of the Lean proof.

## The peak of the histogram

```lean
/-- The distribution of the bond length is the Boltzmann factor of the free-energy profile. -/
theorem radialDensity_eq_exp {d : ℕ} {β r : ℝ} (k r0 : ℝ) (hd : 1 ≤ d) (hβ : 0 < β)
    (hr : 0 < r) :
    radialDensity d k β r0 r = Real.exp (-β * bondProfile d k β r0 r) := by
  obtain ⟨n, rfl⟩ := Nat.exists_eq_add_of_le hd
  have hpow : r ^ n = Real.exp (n * Real.log r) := by
    rw [Real.exp_nat_mul, Real.exp_log hr]
  have hb : β * β⁻¹ = 1 := mul_inv_cancel₀ hβ.ne'
  unfold radialDensity bondProfile
  rw [Nat.add_sub_cancel_left, hpow, ← Real.exp_add]
  congr 1
  push_cast
  linear_combination (-(n * Real.log r)) * hb
```

Because $r^{d-1}=e^{(d-1)\ln r}$ for $r>0$, the density equals $e^{-\beta F(r)}$. The proof writes $d=1+n$, so that the exponent `d - 1` becomes $n$, and merges the two exponentials.

```lean
/-- The distribution of the bond length has its strict global maximum at the
closed-form bond length. -/
theorem radialDensity_lt_peak {d : ℕ} {k β r0 r : ℝ} (hd : 1 ≤ d) (hk : 0 < k) (hβ : 0 < β)
    (hr0 : 0 < r0) (hr : 0 < r) (hne : r ≠ bondPeak d k β r0) :
    radialDensity d k β r0 r < radialDensity d k β r0 (bondPeak d k β r0) := by
  rw [radialDensity_eq_exp k r0 hd hβ hr,
    radialDensity_eq_exp k r0 hd hβ (bondPeak_pos d k β hr0), Real.exp_lt_exp]
  have h1 := harmonic_lower_bound hd hk hβ hr0 hr
  have hx : r - bondPeak d k β r0 ≠ 0 := sub_ne_zero.2 hne
  have h2 : 0 < k / 2 * (r - bondPeak d k β r0) ^ 2 := by positivity
  have h3 := mul_pos hβ (lt_of_lt_of_le h2 h1)
  linarith
```

Every positive $r\ne r^*$ has a strictly smaller density than $r^*$. The quadratic bound gives $F(r)>F(r^*)$, and $e^{-\beta F}$ decreases as $F$ grows. So $r^*$ is the most probable length; the mean length is a different quantity, which the file does not treat.

In a constant-temperature simulation that restrains the distance between two otherwise non-interacting classical particles with a harmonic bias, the histogram should therefore peak beyond the bias centre when $d\ge2$.

```lean
/-- The shift of the closed-form bond length from the rest length is smaller than
`(d - 1) / (β k r0)`. -/
theorem shift_lt {d : ℕ} {k β r0 : ℝ} (hd : 2 ≤ d) (hk : 0 < k) (hβ : 0 < β)
    (hr0 : 0 < r0) :
    bondPeak d k β r0 - r0 < ((d : ℝ) - 1) / (β * k * r0) := by
  have hq := force_balance r0 (by omega : 1 ≤ d) hk hβ
  have hs := sub_pos.2 (rest_length_lt_bondPeak hd hk hβ hr0)
  rw [lt_div_iff₀ (mul_pos (mul_pos hβ hk) hr0)]
  have := mul_pos (mul_pos hβ hk) (mul_pos hs hs)
  nlinarith
```

For $d\ge2$, let $\delta=r^*-r_0>0$. Force balance reads $\beta k(r_0+\delta)\delta=d-1$, hence

$$\beta k r_0\delta=d-1-\beta k\delta^2<d-1,$$

and $\delta<(d-1)/(\beta k r_0)$. Stiff bonds and low temperatures make the shift small. The Lean proof clears the denominator and uses the positivity of $\beta k\delta^2$.

## One dimension removes the shift

```lean
/-- In one dimension the closed-form bond length is the rest length. -/
theorem bondPeak_one_dim (k β : ℝ) {r0 : ℝ} (hr0 : 0 < r0) : bondPeak 1 k β r0 = r0 := by
  have h : r0 ^ 2 + 4 * (((1 : ℕ) : ℝ) - 1) / (β * k) = r0 ^ 2 := by simp
  unfold bondPeak
  rw [h, Real.sqrt_sq hr0.le]
  ring

end

end HarmonicBondRadialJacobian
```

This is a counter-example to the strict inequality when $d\ge2$ is dropped. For $d=1$ the Jacobian is constant, the square root is $\sqrt{r_0^2}=r_0$ because $r_0>0$, and $r^*=r_0$. With $k=\beta=r_0=1$, for instance, the profile is $(r-1)^2/2$, with its minimum exactly at the rest length 1.

```lean
#print axioms HarmonicBondRadialJacobian.rest_length_lt_bondPeak
#print axioms HarmonicBondRadialJacobian.unique_minimizer
#print axioms HarmonicBondRadialJacobian.shift_lt
#print axioms HarmonicBondRadialJacobian.bondPeak_one_dim
```

```
'HarmonicBondRadialJacobian.rest_length_lt_bondPeak' depends on axioms: [propext, Classical.choice, Quot.sound]
'HarmonicBondRadialJacobian.unique_minimizer' depends on axioms: [propext, Classical.choice, Quot.sound]
'HarmonicBondRadialJacobian.shift_lt' depends on axioms: [propext, Classical.choice, Quot.sound]
'HarmonicBondRadialJacobian.bondPeak_one_dim' depends on axioms: [propext, Classical.choice, Quot.sound]
```
